# Averaging a jointly invariant positive semidefinite kernel over a finite group makes it invariant in each argument and keeps it positive semidefinite

In a kernel ridge fit of molecular energies, one can average the kernel over the permutations of identical atoms and then pass the kernel matrix, with \(\lambda>0\) added on its diagonal, to a Cholesky solver. For the solver to work at every \(\lambda>0\), the averaged matrix must be symmetric and positive semidefinite, and the energy model needs its predictions to be unchanged by a permutation. Both follow when the symmetries form a finite group and the original kernel is positive semidefinite and jointly invariant.

```lean
import Mathlib

open Finset

namespace SymmetrizedKernel

noncomputable section

variable {X ι : Type*} [Fintype ι]
```

## The kernel, the fit and the group average

Let \(X\) be the set of configurations and \(k(x,y)\) a real kernel on it. `IsPSD` requires \(k(x,y)=k(y,x)\) and
\[
\sum_{i,j} c_i c_j\,k(x_i,x_j)\ge 0
\]
for every finite list of configurations \(x_i\), repetitions allowed, and all real \(c_i\).

```lean
/-- A real kernel is positive semidefinite if it is symmetric and its quadratic form is
nonnegative on every finite family of configurations, repetitions allowed. -/
def IsPSD (k : X → X → ℝ) : Prop :=
  (∀ x y, k x y = k y x) ∧
    ∀ (n : ℕ) (x : Fin n → X) (c : Fin n → ℝ), 0 ≤ ∑ i, ∑ j, c i * c j * k (x i) (x j)
```

With reference configurations \(p_j\) and coefficients \(\alpha_j\), labelled by a finite type `ι`, the prediction is \(f(x)=\sum_j \alpha_j k(x,p_j)\).

```lean
/-- The prediction at `x` of a kernel model with reference configurations `p` and
coefficients `α`. -/
def predict (k : X → X → ℝ) (p : ι → X) (α : ι → ℝ) (x : X) : ℝ :=
  ∑ j, α j * k x (p j)
```

The ridge equations for labels \(y_i\) and regularisation \(\lambda\) (`lam`) are \(f(p_i)+\lambda\alpha_i=y_i\).

```lean
/-- The equations of kernel ridge regression: at each training configuration, the prediction
plus `lam` times the coefficient equals the label. -/
def SolvesRidge (k : X → X → ℝ) (p : ι → X) (lam : ℝ) (y α : ι → ℝ) : Prop :=
  ∀ i, predict k p α (p i) + lam * α i = y i
```

A group \(G\) acts on \(X\), written `g • x` in Lean and \(gx\) here. Joint invariance means \(k(gx,gy)=k(x,y)\): applying the same operation to both configurations leaves their similarity unchanged.

```lean
variable (G : Type*) [Group G] [Fintype G] [MulAction G X]

/-- The kernel is unchanged when both configurations are transformed by the same group
element. -/
def JointlyInvariant (G : Type*) [Group G] [MulAction G X] (k : X → X → ℝ) : Prop :=
  ∀ (g : G) (x y : X), k (g • x) (g • y) = k x y
```

The averaged kernel transforms only the second configuration:
\[
\bar k(x,y)=\frac1{|G|}\sum_{g\in G}k(x,gy).
\]

```lean
/-- The average of `k x (g • y)` over the finite group `G`. -/
def avgKernel (k : X → X → ℝ) (x y : X) : ℝ :=
  (∑ g : G, k x (g • y)) / Fintype.card G
```

## A finite group: every symmetry copy is counted

Physically, \(G\) may hold permutations of like atoms or the operations of a finite point group. Continuous rotations would need an integral in place of the sum, which this definition does not provide.

By hand, the group property enters through a change of summation variable. For \(h\in G\), put \(g'=gh\):
\[
\bar k(x,hy)=\frac1{|G|}\sum_g k(x,ghy)=\frac1{|G|}\sum_{g'}k(x,g'y)=\bar k(x,y).
\]
In Lean, `Equiv.mulRight h` is this relabelling. Nothing is assumed about \(k\).

```lean
variable {G}

/-- The averaged kernel is invariant in its second argument, for any kernel `k`. -/
theorem avgKernel_smul_right (k : X → X → ℝ) (h : G) (x y : X) :
    avgKernel G k x (h • y) = avgKernel G k x y := by
  unfold avgKernel
  congr 1
  simp only [smul_smul]
  exact Fintype.sum_equiv (Equiv.mulRight h) _ _ (fun g => rfl)
```

If the average runs over only part of the group, this invariance can fail. With the identity alone it returns \(k\), and \((1+xy)^2\), for instance, changes when only \(y\) is reflected.

## Joint invariance: the operation moves between arguments

A Gaussian of the Euclidean distance between two coordinate vectors is jointly invariant under atom permutations, because permuting both vectors preserves their distance. It is generally not invariant when only one of them is permuted.

Applying \(h^{-1}\) to both arguments gives \(k(hx,gy)=k(x,h^{-1}gy)\). Summing over \(g\) and putting \(g'=h^{-1}g\) yields \(\bar k(hx,y)=\bar k(x,y)\). The `rw` with `hG h⁻¹` is the first step, and `Equiv.mulLeft h⁻¹` is the second.

```lean
/-- If `k` is jointly invariant, the averaged kernel is invariant in its first argument. -/
theorem avgKernel_smul_left {k : X → X → ℝ} (hG : JointlyInvariant G k) (h : G) (x y : X) :
    avgKernel G k (h • x) y = avgKernel G k x y := by
  unfold avgKernel
  congr 1
  refine Fintype.sum_equiv (Equiv.mulLeft h⁻¹) _ _ (fun g => ?_)
  -- move the transformation of the first argument onto the second
  show k (h • x) (g • y) = k x ((h⁻¹ * g) • y)
  rw [← hG h⁻¹ (h • x) (g • y), inv_smul_smul, smul_smul]
```

A prediction depends on \(x\) through the first argument, so this is the invariance that passes to the fitted energy. The last example below shows what can happen to a kernel without this hypothesis.

## Positive semidefiniteness: the solver's condition survives

Physically, this condition lets \(k\) act as a covariance or as an inner product of features. Its two parts are used separately.

Symmetry of \(k\), together with joint invariance, gives
\[
k(x,gy)=k(g^{-1}x,y)=k(y,g^{-1}x),
\]
and summing over \(g^{-1}\) in place of \(g\) gives \(\bar k(x,y)=\bar k(y,x)\).

For positivity, test \(k\) on all copies \(gx_i\), giving each copy the coefficient \(c_i\):
\[
\begin{aligned}
0&\le\sum_{i,g}\sum_{j,h}c_ic_j\,k(gx_i,hx_j)\\
&=|G|\sum_{i,g}\sum_j c_ic_j\,\bar k(gx_i,x_j)
=|G|^2\sum_{i,j}c_ic_j\,\bar k(x_i,x_j).
\end{aligned}
\]
The last equality uses invariance in the first argument. Dividing by \(|G|^2>0\) finishes the argument.

The copies are labelled by pairs, whereas `IsPSD` speaks of numbered lists. The next lemma numbers an arbitrary finite index set to bridge the two.

```lean
/-- The quadratic form of a positive semidefinite kernel is nonnegative on families labelled
by any finite index set. -/
theorem IsPSD.sum_nonneg {k : X → X → ℝ} (hk : IsPSD k) (x : ι → X) (c : ι → ℝ) :
    0 ≤ ∑ i, ∑ j, c i * c j * k (x i) (x j) := by
  let e := Fintype.equivFin ι
  have key : ∑ i, ∑ j, c i * c j * k (x i) (x j) =
      ∑ a, ∑ b, c (e.symm a) * c (e.symm b) * k (x (e.symm a)) (x (e.symm b)) :=
    Fintype.sum_equiv e _ _ (fun i => Fintype.sum_equiv e _ _ (fun j => by simp))
  rw [key]
  exact hk.2 _ (fun a => x (e.symm a)) (fun a => c (e.symm a))
```

In the main theorem, `Equiv.inv G` performs the symmetry relabelling. For positivity, `orbit` turns a group sum into \(|G|\bar k\), and `e` is the displayed identity. The final conjunct, \(\bar k(gx,hy)=\bar k(x,y)\) for independent \(g\) and \(h\), combines the two one-sided invariances.

```lean
/-- For a jointly invariant positive semidefinite kernel, the group average is symmetric and
positive semidefinite, and is invariant under independent transformations of its two
arguments. -/
theorem avgKernel_isPSD_and_invariant {k : X → X → ℝ} (hk : IsPSD k)
    (hG : JointlyInvariant G k) :
    IsPSD (avgKernel G k) ∧
      ∀ (g h : G) (x y : X), avgKernel G k (g • x) (h • y) = avgKernel G k x y := by
  have hN : (0 : ℝ) < Fintype.card G := by exact_mod_cast Fintype.card_pos
  refine ⟨⟨fun x y => ?_, fun n x c => ?_⟩, fun g h x y => ?_⟩
  · -- symmetry: replace g by its inverse in the sum
    unfold avgKernel
    congr 1
    refine Fintype.sum_equiv (Equiv.inv G) _ _ (fun g => ?_)
    show k x (g • y) = k y (g⁻¹ • x)
    rw [← hG g⁻¹ x (g • y), inv_smul_smul]
    exact hk.1 _ _
  · -- positivity: test k on all transformed copies of the configurations
    have h := hk.sum_nonneg (fun p : Fin n × G => p.2 • x p.1) (fun p => c p.1)
    have orbit : ∀ u v : X, ∑ g : G, k u (g • v) = Fintype.card G * avgKernel G k u v := by
      intro u v
      unfold avgKernel
      rw [mul_div_cancel₀ _ hN.ne']
    have e : ∑ p : Fin n × G, ∑ q : Fin n × G,
        c p.1 * c q.1 * k (p.2 • x p.1) (q.2 • x q.1) =
        (Fintype.card G : ℝ) ^ 2 * ∑ i, ∑ j, c i * c j * avgKernel G k (x i) (x j) := by
      calc _ = ∑ i, ∑ _g : G, ∑ j,
            c i * c j * (Fintype.card G * avgKernel G k (x i) (x j)) := by
            simp only [Fintype.sum_prod_type]
            refine sum_congr rfl fun i _ => sum_congr rfl fun g _ => sum_congr rfl fun j _ => ?_
            rw [← Finset.mul_sum, orbit, avgKernel_smul_left hG]
        _ = _ := by
            simp only [Finset.sum_const, Finset.card_univ, nsmul_eq_mul, Finset.mul_sum]
            exact sum_congr rfl fun i _ => sum_congr rfl fun j _ => by ring
    rw [e] at h
    exact (mul_nonneg_iff_of_pos_left (by positivity)).mp h
  · rw [avgKernel_smul_left hG, avgKernel_smul_right]
```

Each part of the condition matters. The constant kernel \(-1\) is symmetric and jointly invariant, but its average is again \(-1\), with a negative quadratic form. If \(G\) acts trivially on the real line, \(k(x,y)=x-y\) is jointly invariant and has zero quadratic form, yet its average is itself and is not symmetric.

## What the fitted model inherits

Invariance passes term by term to predictions:
\[
\sum_j\alpha_j\bar k(gx,p_j)=\sum_j\alpha_j\bar k(x,p_j).
\]
The proof uses joint invariance but not positivity.

```lean
/-- Predictions built from the average of a jointly invariant kernel are the same for a
configuration and its transformed copies. -/
theorem predict_avgKernel_smul {k : X → X → ℝ} (hG : JointlyInvariant G k)
    (p : ι → X) (α : ι → ℝ) (g : G) (x : X) :
    predict (avgKernel G k) p α (g • x) = predict (avgKernel G k) p α x := by
  simp only [predict, avgKernel_smul_left hG]
```

The same predictor arises from \(k\) if every reference is replaced by all its copies and each copy receives \(\alpha_j/|G|\):
\[
\sum_{j,g}\frac{\alpha_j}{|G|}\,k(x,gp_j)=\sum_j\alpha_j\,\bar k(x,p_j).
\]
This identity holds for any \(k\).

```lean
/-- A model with the averaged kernel predicts the same as a model with the original kernel
whose references are all transformed copies, each coefficient being shared equally among
the copies. -/
theorem predict_augmented (k : X → X → ℝ) (p : ι → X) (α : ι → ℝ) (x : X) :
    predict k (fun q : ι × G => q.2 • p q.1) (fun q => α q.1 / Fintype.card G) x =
      predict (avgKernel G k) p α x := by
  simp only [predict, avgKernel, Fintype.sum_prod_type]
  refine sum_congr rfl fun j _ => ?_
  rw [← Finset.mul_sum]
  ring
```

Now give every copy \(gp_i\) the label \(y_i\) and use regularisation \(|G|\lambda\). With \(f\) the common predictor, the left side of the augmented ridge equation at \(gp_i\) is
\[
f(gp_i)+|G|\lambda\,\frac{\alpha_i}{|G|}=f(p_i)+\lambda\alpha_i,
\]
which is the left side of the original equation for \(\bar k\). In Lean this is `key`; the reverse implication reads it at \(g=1\).

```lean
/-- For a jointly invariant kernel, coefficients solve the ridge equations of the averaged
kernel exactly when, shared equally among the copies, they solve those of the original kernel
on the augmented data set, with regularisation multiplied by the group order. -/
theorem solvesRidge_iff_augmented {k : X → X → ℝ} (hG : JointlyInvariant G k)
    (p : ι → X) (lam : ℝ) (y α : ι → ℝ) :
    SolvesRidge (avgKernel G k) p lam y α ↔
      SolvesRidge k (fun q : ι × G => q.2 • p q.1) (Fintype.card G * lam)
        (fun q => y q.1) (fun q => α q.1 / Fintype.card G) := by
  have hN : (Fintype.card G : ℝ) ≠ 0 := by exact_mod_cast Fintype.card_ne_zero
  -- every copy of a training point gives the same equation
  have key : ∀ (i : ι) (g : G),
      predict k (fun q : ι × G => q.2 • p q.1) (fun q => α q.1 / Fintype.card G) (g • p i)
        + Fintype.card G * lam * (α i / Fintype.card G) =
      predict (avgKernel G k) p α (p i) + lam * α i := by
    intro i g
    have hl : Fintype.card G * lam * (α i / Fintype.card G) = lam * α i := by field_simp
    rw [predict_augmented, predict_avgKernel_smul hG, hl]
  constructor
  · intro h q
    exact (key q.1 q.2).trans (h q.1)
  · intro h i
    exact (key i 1).symm.trans (h (i, 1))
```

The equivalence concerns augmented coefficients shared equally among copies, and it does not state that a solution exists. Copies that coincide because a configuration is itself symmetric are kept as repeated data points.

## Reflection of the line, with and without joint invariance

For a single feature \(a_i\), the quadratic form is a square: \(\sum_{i,j}c_ic_ja_ia_j=(\sum_i c_ia_i)^2\ge0\).

```lean
/-- The quadratic form of a product of one feature with itself is nonnegative. -/
theorem sum_feature_nonneg (c a : ι → ℝ) : 0 ≤ ∑ i, ∑ j, c i * c j * (a i * a j) := by
  have e : ∑ i, ∑ j, c i * c j * (a i * a j) = (∑ i, c i * a i) ^ 2 := by
    rw [sq, Finset.sum_mul_sum]
    exact sum_congr rfl fun i _ => sum_congr rfl fun j _ => by ring
  rw [e]
  positivity
```

The group `ℤˣ` is \(\{1,-1\}\), acting on real numbers by multiplication. The kernel \((1+xy)^2=1+2xy+x^2y^2\) is a sum of such feature products, with \(xy\) counted twice, and is unchanged when both signs flip. Averaging removes the odd term:
\[
\tfrac12\left[(1+xy)^2+(1-xy)^2\right]=1+x^2y^2.
\]

```lean
/-- On the real line with the reflection group `{1, -1}`, the kernel `(1 + x y)²` is positive
semidefinite and jointly invariant, and its average is `1 + x² y²`. -/
theorem polynomial_kernel_witness :
    IsPSD (fun x y : ℝ => (1 + x * y) ^ 2) ∧
    JointlyInvariant ℤˣ (fun x y : ℝ => (1 + x * y) ^ 2) ∧
    ∀ x y : ℝ, avgKernel ℤˣ (fun x y : ℝ => (1 + x * y) ^ 2) x y = 1 + x ^ 2 * y ^ 2 := by
  refine ⟨⟨fun x y => by ring, fun n x c => ?_⟩, fun u x y => ?_, fun x y => ?_⟩
  · -- the features are 1, x (twice) and x²
    have h1 := sum_feature_nonneg c (fun _ => 1)
    have h2 := sum_feature_nonneg c x
    have h3 := sum_feature_nonneg c (fun i => x i ^ 2)
    have h := add_nonneg (add_nonneg h1 (add_nonneg h2 h2)) h3
    simp only [← Finset.sum_add_distrib] at h
    exact h.trans_eq (sum_congr rfl fun i _ => sum_congr rfl fun j _ => by ring)
  · rcases Int.units_eq_one_or u with rfl | rfl <;> simp [Units.smul_def]
  · have hu : (Finset.univ : Finset ℤˣ) = {1, -1} := rfl
    have hc : Fintype.card ℤˣ = 2 := rfl
    rw [avgKernel, hu, hc, Finset.sum_pair (by decide)]
    simp only [Units.smul_def, Units.val_neg, Units.val_one, neg_smul, one_smul]
    push_cast
    ring
```

The kernel \((1+x)(1+y)\) is also positive semidefinite, but it is not jointly invariant. Its average is
\[
\tfrac12(1+x)\left[(1+y)+(1-y)\right]=1+x,
\]
which equals \(2\) at \((1,0)\) and \(1\) at \((0,1)\). Positive semidefiniteness of \(k\) alone therefore does not make the one-sided average symmetric. Here a prediction proportional to \(1+x\) also changes under reflection.

```lean
/-- Under reflection of the real line, the positive semidefinite kernel `(1 + x)(1 + y)` has an
average that is not symmetric. -/
theorem avgKernel_not_symmetric :
    IsPSD (fun x y : ℝ => (1 + x) * (1 + y)) ∧
    avgKernel ℤˣ (fun x y : ℝ => (1 + x) * (1 + y)) 1 0 ≠
      avgKernel ℤˣ (fun x y : ℝ => (1 + x) * (1 + y)) 0 1 := by
  refine ⟨⟨fun x y => by ring, fun n x c => sum_feature_nonneg c (fun i => 1 + x i)⟩, ?_⟩
  have hu : (Finset.univ : Finset ℤˣ) = {1, -1} := rfl
  have hc : Fintype.card ℤˣ = 2 := rfl
  rw [avgKernel, avgKernel, hu, hc, Finset.sum_pair (by decide), Finset.sum_pair (by decide)]
  simp only [Units.smul_def, Units.val_neg, Units.val_one, neg_smul, one_smul]
  norm_num

end

end SymmetrizedKernel
```

```lean
#print axioms SymmetrizedKernel.avgKernel_isPSD_and_invariant
-- 'SymmetrizedKernel.avgKernel_isPSD_and_invariant' depends on axioms: [propext, Classical.choice, Quot.sound]
#print axioms SymmetrizedKernel.solvesRidge_iff_augmented
-- 'SymmetrizedKernel.solvesRidge_iff_augmented' depends on axioms: [propext, Classical.choice, Quot.sound]
#print axioms SymmetrizedKernel.avgKernel_not_symmetric
-- 'SymmetrizedKernel.avgKernel_not_symmetric' depends on axioms: [propext, Classical.choice, Quot.sound]
```
